# Opposite second derivatives of the two level energies (Δ ± √(Δ² + 4|v|²s²))/2 in the field strength s, for Δ > 0

The declaration `hasDerivAt_deriv_energies` concerns two levels with energies (Δ ± S)/2, where S = √(Δ² + 4|v|²s²) is the distance between them. The zero-field gap Δ is positive, the parameter v is complex and the field strength s is real. It states that at every s the second derivative with respect to s is −2|v|²Δ²/S³ for the lower level and +2|v|²Δ²/S³ for the upper. The energies are defined by these formulas, not derived from a Hamiltonian. The attempt gets the derivative of S from the known slope of the upper level, applies the quotient rule to that slope, and obtains the lower level's result by a change of sign.

The first attempt, which Lean rejects:

```lean
import Mathlib

open Matrix
open scoped ComplexConjugate

namespace TwoLevelStaticResponse

noncomputable section

/-- The quantity `sqrt (Δ² + 4 |v|² s²)`, the distance between the two levels in the field. -/
def splitting (Δ : ℝ) (v : ℂ) (s : ℝ) : ℝ :=
  √(Δ ^ 2 + 4 * Complex.normSq v * s ^ 2)

/-- The energy of the lower level as a function of the field strength. -/
def lowerEnergy (Δ : ℝ) (v : ℂ) (s : ℝ) : ℝ := (Δ - splitting Δ v s) / 2

/-- The energy of the upper level as a function of the field strength. -/
def upperEnergy (Δ : ℝ) (v : ℂ) (s : ℝ) : ℝ := (Δ + splitting Δ v s) / 2

/-- The square of the splitting is `Δ² + 4 |v|² s²`. -/
theorem splitting_sq (Δ : ℝ) (v : ℂ) (s : ℝ) :
    splitting Δ v s ^ 2 = Δ ^ 2 + 4 * Complex.normSq v * s ^ 2 := by
  have h := mul_nonneg (Complex.normSq_nonneg v) (sq_nonneg s)
  exact Real.sq_sqrt (by nlinarith [sq_nonneg Δ])

/-- With a positive gap at zero field, the levels stay apart at every field strength. -/
theorem splitting_pos {Δ : ℝ} (hΔ : 0 < Δ) (v : ℂ) (s : ℝ) : 0 < splitting Δ v s := by
  have h := mul_nonneg (Complex.normSq_nonneg v) (sq_nonneg s)
  exact Real.sqrt_pos.2 (by nlinarith [pow_pos hΔ 2])

/-- For a positive gap, the slopes of the two levels at field strength `s` are opposite, with magnitude
`2 |v|² |s|` divided by the splitting. -/
theorem hasDerivAt_energies {Δ : ℝ} (hΔ : 0 < Δ) (v : ℂ) (s : ℝ) :
    HasDerivAt (lowerEnergy Δ v) (-(2 * Complex.normSq v * s / splitting Δ v s)) s ∧
      HasDerivAt (upperEnergy Δ v) (2 * Complex.normSq v * s / splitting Δ v s) s := by
  have hp := (splitting_pos hΔ v s).ne'
  have hsq : HasDerivAt (fun t : ℝ => t ^ 2) (2 * s) s := by
    simpa using hasDerivAt_pow 2 s
  have h1 : HasDerivAt (fun t : ℝ => Δ ^ 2 + 4 * Complex.normSq v * t ^ 2)
      (4 * Complex.normSq v * (2 * s)) s :=
    (hsq.const_mul (4 * Complex.normSq v)).const_add (Δ ^ 2)
  have hne : Δ ^ 2 + 4 * Complex.normSq v * s ^ 2 ≠ 0 := by
    rw [← splitting_sq]
    exact pow_ne_zero 2 hp
  have h2 : HasDerivAt (splitting Δ v)
      (4 * Complex.normSq v * (2 * s) / (2 * splitting Δ v s)) s := h1.sqrt hne
  have h3 : HasDerivAt (splitting Δ v) (4 * Complex.normSq v * s / splitting Δ v s) s := by
    refine h2.congr_deriv ?_
    rw [div_eq_div_iff (mul_ne_zero two_ne_zero hp) hp]
    ring
  exact ⟨((h3.const_sub Δ).div_const 2).congr_deriv (by ring),
    ((h3.const_add Δ).div_const 2).congr_deriv (by ring)⟩

/-- For a positive gap, the second derivatives of the two levels at any field strength are opposite, with
magnitude `2 |v|² Δ²` divided by the cube of the splitting. -/
theorem hasDerivAt_deriv_energies {Δ : ℝ} (hΔ : 0 < Δ) (v : ℂ) (s : ℝ) :
    HasDerivAt (deriv (lowerEnergy Δ v))
        (-(2 * Complex.normSq v * Δ ^ 2 / splitting Δ v s ^ 3)) s ∧
      HasDerivAt (deriv (upperEnergy Δ v))
        (2 * Complex.normSq v * Δ ^ 2 / splitting Δ v s ^ 3) s := by
  have hp := (splitting_pos hΔ v s).ne'
  -- the splitting is twice the upper energy minus the gap
  have hS : HasDerivAt (splitting Δ v) (4 * Complex.normSq v * s / splitting Δ v s) s := by
    have h := ((hasDerivAt_energies hΔ v s).2.const_mul 2).sub_const Δ
    have hf : splitting Δ v = fun t => 2 * upperEnergy Δ v t - Δ := by
      funext t
      simp only [upperEnergy]
      ring
    have h' : HasDerivAt (splitting Δ v)
        (2 * (2 * Complex.normSq v * s / splitting Δ v s)) s := by
      convert h using 1
    exact h'.congr_deriv (by ring)
  have hup : deriv (upperEnergy Δ v) =
      fun t => 2 * Complex.normSq v * t / splitting Δ v t :=
    funext fun t => (hasDerivAt_energies hΔ v t).2.deriv
  have hlow : deriv (lowerEnergy Δ v) = fun t => -deriv (upperEnergy Δ v) t :=
    funext fun t => by
      rw [(hasDerivAt_energies hΔ v t).1.deriv, (hasDerivAt_energies hΔ v t).2.deriv]
  have hU : HasDerivAt (deriv (upperEnergy Δ v))
      (2 * Complex.normSq v * Δ ^ 2 / splitting Δ v s ^ 3) s := by
    rw [hup]
    have hnum : HasDerivAt (fun t : ℝ => 2 * Complex.normSq v * t)
        (2 * Complex.normSq v * 1) s := (hasDerivAt_id' s).const_mul _
    refine (hnum.fun_div hS hp).congr_deriv ?_
    have hgap : Δ ^ 2 = splitting Δ v s ^ 2 - 4 * Complex.normSq v * s ^ 2 := by
      linarith [splitting_sq Δ v s]
    rw [hgap]
    field_simp <;> ring
  refine ⟨?_, hU⟩
  rw [hlow]
  exact hU.fun_neg

end

end TwoLevelStaticResponse
```

Lean reports:

```
Main.lean:70:64: error: unsolved goals
case e'_4
Δ : ℝ
hΔ : 0 < Δ
v : ℂ
s : ℝ
hp : splitting Δ v s ≠ 0
h : HasDerivAt (fun x => 2 * upperEnergy Δ v x - Δ) (2 * (2 * Complex.normSq v * s / splitting Δ v s)) s
hf : splitting Δ v = fun t => 2 * upperEnergy Δ v t - Δ
⊢ Real.instAddCommGroup = Real.normedAddCommGroup.toAddCommGroup

case e'_5
Δ : ℝ
hΔ : 0 < Δ
v : ℂ
s : ℝ
hp : splitting Δ v s ≠ 0
h : HasDerivAt (fun x => 2 * upperEnergy Δ v x - Δ) (2 * (2 * Complex.normSq v * s / splitting Δ v s)) s
hf : splitting Δ v = fun t => 2 * upperEnergy Δ v t - Δ
e_4✝ : Real.instAddCommGroup = Real.normedAddCommGroup.toAddCommGroup
⊢ Semiring.toModule = RCLike.toInnerProductSpaceReal.toModule
```

The mended proof, as a diff:

```diff
@@ -69,5 +69,5 @@
     have h' : HasDerivAt (splitting Δ v)
         (2 * (2 * Complex.normSq v * s / splitting Δ v s)) s := by
-      convert h using 1
+      exact h.congr_of_eventuallyEq (Filter.Eventually.of_forall fun t => congrFun hf t)
     exact h'.congr_deriv (by ring)
   have hup : deriv (upperEnergy Δ v) =
@@ -86,5 +86,5 @@
       linarith [splitting_sq Δ v s]
     rw [hgap]
-    field_simp <;> ring
+    field_simp
   refine ⟨?_, hU⟩
   rw [hlow]
```

The single message lists two goals left open in the proof of `h'`. There `convert h using 1` matches the statement of `h'` with that of `h` argument by argument. No goal about the functions remains, since `hf` is in the context and settles that one. But `HasDerivAt` also has hidden arguments for the additive group and module structures on the real numbers, and the two statements reach these by different routes. The structures are equal by definition, but seeing this takes more unfolding than `convert` does when it tries to close such goals, so it hands them back, and nothing after it proves them.

The repair uses `h.congr_of_eventuallyEq`, which carries a derivative over to a function that agrees with the original near the point. The equality `hf` supplies this agreement at every `t`. The result still carries the structures from `h`, but `exact` compares the whole statement with the goal up to definitional equality, unfolding the structures as needed, so no separate equalities are left to prove.

The other change, from `field_simp <;> ring` to `field_simp`, is mere tidying: `field_simp` alone closes the goal, so `ring` had nothing to act on, and no message concerns that line.
